# Snapshots from random Pauli measurements average to the n-qubit density matrix

Take one qubit in the state $\rho=\tfrac12(1+r_xX+r_yY+r_zZ)$, pick one of the axes $X,Y,Z$ with probability $1/3$ each, and measure. On axis $Z$ the outcome $\pm1$ has probability $\tfrac12(1\pm r_z)$ and leaves the projector $Q=\tfrac12(1\pm Z)$ as its record. Averaged over the two outcomes, the record is

$$\tfrac12(1+r_z)\,\tfrac12(1+Z)+\tfrac12(1-r_z)\,\tfrac12(1-Z)=\tfrac12(1+r_zZ).$$

Each axis keeps its own component of the Bloch vector and loses the other two. Averaging over the axes therefore shrinks the Bloch vector by a factor of three:

$$\overline{Q}=\tfrac12\bigl(1+\tfrac13(r_xX+r_yY+r_zZ)\bigr)=\tfrac13(\rho+1).$$

Solving for the state gives $\rho=3\overline Q-1=\overline{3Q-1}$. The matrix $3Q-1$ is the snapshot of a single measurement. It has eigenvalues $2$ and $-1$, so it is not itself a state; only its average is.

For $n$ qubits, each measured along its own axis, drawn independently and with equal probabilities from $X,Y,Z$, the snapshot is the tensor product of the one-qubit matrices $3Q_j-1$, and its average is again $\rho$, even when $\rho$ is entangled. This is the identity behind estimating expectation values, such as those of the Pauli strings in a qubit Hamiltonian for a molecule, from randomised local measurements, here for noiseless measurements and exact averages.

```lean
import Mathlib

open Matrix
open scoped ComplexOrder

namespace ClassicalShadowReconstruction

noncomputable section
```

## Bases, outcomes and projectors

The basis label $b$ takes the values $0,1,2$ for $\sigma_b=X,Y,Z$.

```lean
/-- The three Pauli matrices X, Y, Z. -/
def pauli : Fin 3 → Matrix (Fin 2) (Fin 2) ℂ :=
  ![!![0, 1; 1, 0], !![0, -Complex.I; Complex.I, 0], !![1, 0; 0, -1]]
```

The outcome label $s$ takes the values $0,1$, with measured sign $\varepsilon_0=+1$ and $\varepsilon_1=-1$.

```lean
/-- The sign +1 or -1 read off in a Pauli measurement. -/
def sgn : Fin 2 → ℂ := ![1, -1]
```

The projector for outcome $s$ in basis $b$ is

$$Q_{b,s}=\tfrac12(1+\varepsilon_s\sigma_b).$$

```lean
/-- The one-qubit projector Q for outcome `s` of a measurement of the Pauli matrix `b`. -/
def proj (b : Fin 3) (s : Fin 2) : Matrix (Fin 2) (Fin 2) ℂ :=
  (1 / 2 : ℂ) • (1 + sgn s • pauli b)
```

## Many qubits as strings of labels

A basis state of $n$ qubits is a string $x=(x_j)$ of zeros and ones, which in Lean is a function `Fin n → Fin 2`. A tensor product has the matrix elements

$$\Bigl(\bigotimes_jA_j\Bigr)_{xy}=\prod_j(A_j)_{x_jy_j}.$$

```lean
/-- The tensor product of one-qubit matrices, as a matrix on n-qubit basis states. -/
def tensor {n : ℕ} (A : Fin n → Matrix (Fin 2) (Fin 2) ℂ) :
    Matrix (Fin n → Fin 2) (Fin n → Fin 2) ℂ :=
  Matrix.of fun x y => ∏ j, A j (x j) (y j)
```

A measurement setting is a string $b$ of bases, and its result is a string $s$ of outcomes. With $P_{b,s}=\bigotimes_jQ_{b_j,s_j}$, the Born rule assigns the weight

$$p(s|b)=\operatorname{tr}(P_{b,s}\,\rho).$$

```lean
/-- The Born weight of the outcome string `s` when qubit `j` is measured in basis `b j`. -/
def born {n : ℕ} (b : Fin n → Fin 3) (s : Fin n → Fin 2)
    (ρ : Matrix (Fin n → Fin 2) (Fin n → Fin 2) ℂ) : ℂ :=
  (tensor (fun j => proj (b j) (s j)) * ρ).trace
```

The snapshot is

$$S_{b,s}=\bigotimes_j(3Q_{b_j,s_j}-1).$$

```lean
/-- The classical snapshot: the tensor product of the matrices 3Q - 1. -/
def snapshot {n : ℕ} (b : Fin n → Fin 3) (s : Fin n → Fin 2) :
    Matrix (Fin n → Fin 2) (Fin n → Fin 2) ℂ :=
  tensor fun j => (3 : ℂ) • proj (b j) (s j) - 1
```

In these definitions `ρ` is an arbitrary complex matrix, and `born` is a complex number. Whether the weights are probabilities has to be shown.

## The Born weights are probabilities

Since $\sigma_b$ is Hermitian with $\sigma_b^2=1$, and $\varepsilon_s$ is real with $\varepsilon_s^2=1$, the matrix $Q_{b,s}$ is Hermitian and

$$Q_{b,s}^2=\tfrac14(1+2\varepsilon_s\sigma_b+1)=Q_{b,s}.$$

```lean
/-- The measurement matrices Q are Hermitian and idempotent. -/
theorem proj_isProjector (b : Fin 3) (s : Fin 2) :
    (proj b s)ᴴ = proj b s ∧ proj b s * proj b s = proj b s := by
  constructor <;> ext i j <;> fin_cases b <;> fin_cases s <;> fin_cases i <;> fin_cases j <;>
    simp [proj, pauli, sgn, Matrix.mul_apply, Fin.sum_univ_two, Matrix.one_apply] <;>
    (try ring_nf) <;> (try simp) <;> (try norm_num)
```

Lean checks this entry by entry: `fin_cases` runs through all bases, outcomes and matrix positions, and the simplifier evaluates each one.

The signs cancel in the sum over outcomes, so $Q_{b,0}+Q_{b,1}=1$.

```lean
/-- The two projectors of each Pauli basis add up to the identity. -/
theorem proj_sum (b : Fin 3) : ∑ s, proj b s = 1 := by
  ext i j
  fin_cases b <;> fin_cases i <;> fin_cases j <;>
    simp [proj, pauli, sgn, Fin.sum_univ_succ] <;> (try ring_nf)
```

A product of Kronecker deltas is one when two strings agree everywhere and zero as soon as they differ in one place:

$$\prod_j\delta_{x_jy_j}=\delta_{xy}.$$

```lean
/-- The tensor product of one-qubit identities is the n-qubit identity. -/
theorem tensor_one {n : ℕ} :
    tensor (fun _ : Fin n => (1 : Matrix (Fin 2) (Fin 2) ℂ)) = 1 := by
  ext x y
  by_cases h : x = y
  · subst h
    simp [tensor]
  · obtain ⟨j, hj⟩ := Function.ne_iff.mp h
    rw [Matrix.one_apply_ne h]
    exact Finset.prod_eq_zero (Finset.mem_univ j) (Matrix.one_apply_ne hj)
```

A tensor product of projectors is a projector, because products and adjoints act factor by factor. Writing $P$ for $P_{b,s}$ and using $P^2=P=P^\dagger$ with the cyclic property of the trace,

$$\operatorname{tr}(P\rho)=\operatorname{tr}(P^2\rho)=\operatorname{tr}(P\rho P^\dagger)\ge0$$

whenever $\rho$ is positive semidefinite.

```lean
/-- For a positive semidefinite ρ every Born weight is real and nonnegative. -/
theorem born_nonneg {n : ℕ} (b : Fin n → Fin 3) (s : Fin n → Fin 2)
    {ρ : Matrix (Fin n → Fin 2) (Fin n → Fin 2) ℂ} (hρ : ρ.PosSemidef) :
    0 ≤ born b s ρ := by
  unfold born
  -- the tensor product of projectors is again a projector P
  have hP : tensor (fun j => proj (b j) (s j)) * tensor (fun j => proj (b j) (s j))
      = tensor (fun j => proj (b j) (s j)) := by
    ext x y
    have h : ∀ j, proj (b j) (s j) (x j) (y j)
        = ∑ k, proj (b j) (s j) (x j) k * proj (b j) (s j) k (y j) := fun j => by
      rw [← Matrix.mul_apply, (proj_isProjector (b j) (s j)).2]
    simp only [tensor, Matrix.mul_apply, Matrix.of_apply]
    rw [Finset.prod_congr rfl fun j _ => h j]
    simp only [Finset.prod_univ_sum, Fintype.piFinset_univ, Finset.prod_mul_distrib]
  have hH : (tensor (fun j => proj (b j) (s j)))ᴴ = tensor (fun j => proj (b j) (s j)) := by
    ext x y
    have h : ∀ j, star (proj (b j) (s j) (y j) (x j)) = proj (b j) (s j) (x j) (y j) :=
      fun j => congrFun (congrFun (proj_isProjector (b j) (s j)).1 (x j)) (y j)
    simp only [tensor, Matrix.conjTranspose_apply, Matrix.of_apply, star_prod, h]
  generalize tensor (fun j => proj (b j) (s j)) = P at hP hH ⊢
  -- tr(P ρ) = tr(P ρ P†), the trace of a positive semidefinite matrix
  have ht : (P * ρ).trace = (P * ρ * Pᴴ).trace := by
    rw [hH, Matrix.trace_mul_comm (P * ρ) P, ← Matrix.mul_assoc, hP]
  rw [ht]
  exact (hρ.mul_mul_conjTranspose_same P).trace_nonneg
```

The steps `hP` and `hH` establish idempotence and Hermiticity of $P$, and `ht` is the trace identity. The inequality `0 ≤ born b s ρ` uses the order on complex numbers, in which it says that the weight is real and nonnegative.

For the total weight, the sum over outcome strings factorises into one sum per qubit:

$$\sum_sP_{b,s}=\bigotimes_j\sum_{t}Q_{b_j,t}=1,\qquad\text{so}\qquad\sum_sp(s|b)=\operatorname{tr}\rho.$$

```lean
/-- In every choice of local bases the Born weights of all outcomes add up to tr ρ. -/
theorem born_sum {n : ℕ} (b : Fin n → Fin 3)
    (ρ : Matrix (Fin n → Fin 2) (Fin n → Fin 2) ℂ) :
    ∑ s, born b s ρ = ρ.trace := by
  have h : ∑ s : Fin n → Fin 2, tensor (fun j => proj (b j) (s j)) = 1 := by
    rw [← tensor_one]
    ext u v
    have hq : ∀ j, (1 : Matrix (Fin 2) (Fin 2) ℂ) (u j) (v j)
        = ∑ t, proj (b j) t (u j) (v j) := fun j => by
      rw [← proj_sum (b j), Matrix.sum_apply]
    simp only [Matrix.sum_apply, tensor, Matrix.of_apply, hq, Finset.prod_univ_sum,
      Fintype.piFinset_univ]
  simp only [born]
  rw [← Matrix.trace_sum, ← Finset.sum_mul, h, one_mul]
```

For a density matrix, positive semidefinite with trace one, the weights thus form a probability distribution in every setting $b$.

## One qubit gives the swap operator

The Bloch-vector calculation can be put in a form that does not mention the state. Place the projector on one copy of the qubit and the snapshot on a second copy, and sum over outcomes. Terms linear in $\varepsilon_s$ cancel, which leaves

$$\sum_sQ_{b,s}\otimes(3Q_{b,s}-1)=\tfrac32(1\otimes1+\sigma_b\otimes\sigma_b)-1\otimes1=\tfrac12\,1\otimes1+\tfrac32\,\sigma_b\otimes\sigma_b.$$

The average over the three bases is

$$\tfrac12\Bigl(1\otimes1+\sum_b\sigma_b\otimes\sigma_b\Bigr),$$

which is the operator that exchanges the two copies. In matrix elements,

$$\sum_{b,s}\tfrac13\,(Q_{b,s})_{uv}\,(3Q_{b,s}-1)_{xy}=\delta_{uy}\,\delta_{vx}.$$

```lean
/-- For one qubit, the average of Q ⊗ (3Q - 1), summed over outcomes and averaged over
the three bases, has the matrix elements of the swap operator. -/
theorem qubit_kernel (u v x y : Fin 2) :
    ∑ b, ∑ s, (1 / 3 : ℂ) * (proj b s u v * ((3 : ℂ) • proj b s - 1) x y)
      = (1 : Matrix (Fin 2) (Fin 2) ℂ) u y * (1 : Matrix (Fin 2) (Fin 2) ℂ) v x := by
  fin_cases u <;> fin_cases v <;> fin_cases x <;> fin_cases y <;>
    simp [proj, pauli, sgn, Fin.sum_univ_succ] <;>
    (try ring_nf) <;> (try simp) <;> (try norm_num)
```

Here Lean takes the direct route and evaluates all sixteen choices of $u,v,x,y$.

## Independent choices multiply

For $n$ qubits the setting $b$ has probability $(1/3)^n$, because each basis is drawn uniformly and independently. Both $P_{b,s}$ and $S_{b,s}$ are products over qubits, so the sum over strings is a product of one-qubit sums:

$$\sum_{b,s}\tfrac1{3^n}(P_{b,s})_{uv}(S_{b,s})_{xy}=\prod_j\Bigl[\sum_{b',s'}\tfrac13(Q_{b',s'})_{u_jv_j}(3Q_{b',s'}-1)_{x_jy_j}\Bigr]=\prod_j\delta_{u_jy_j}\delta_{v_jx_j}=\delta_{uy}\,\delta_{vx}.$$

```lean
/-- For n qubits, the same average of projector and snapshot has the matrix elements of
the operator that swaps two n-qubit registers. -/
theorem shadow_kernel {n : ℕ} (u v x y : Fin n → Fin 2) :
    ∑ b : Fin n → Fin 3, ∑ s : Fin n → Fin 2,
      (1 / 3 : ℂ) ^ n * (tensor (fun j => proj (b j) (s j)) u v * snapshot b s x y)
      = (1 : Matrix (Fin n → Fin 2) (Fin n → Fin 2) ℂ) u y
        * (1 : Matrix (Fin n → Fin 2) (Fin n → Fin 2) ℂ) v x := by
  have h1 := fun a c : Fin n → Fin 2 => congrFun (congrFun (tensor_one (n := n)) a) c
  calc _ = ∑ b : Fin n → Fin 3, ∑ s : Fin n → Fin 2, ∏ j, ((1 / 3 : ℂ) *
        (proj (b j) (s j) (u j) (v j) * ((3 : ℂ) • proj (b j) (s j) - 1) (x j) (y j))) := by
        simp only [snapshot, tensor, Matrix.of_apply, Finset.prod_mul_distrib,
          Finset.prod_const, Finset.card_univ, Fintype.card_fin]
    -- the qubits are measured independently, so the average factorises
    _ = ∏ j, ∑ b, ∑ s, ((1 / 3 : ℂ) *
        (proj b s (u j) (v j) * ((3 : ℂ) • proj b s - 1) (x j) (y j))) := by
        simp only [Finset.prod_univ_sum, Fintype.piFinset_univ]
    _ = ∏ j, ((1 : Matrix (Fin 2) (Fin 2) ℂ) (u j) (y j)
        * (1 : Matrix (Fin 2) (Fin 2) ℂ) (v j) (x j)) :=
        Finset.prod_congr rfl fun j _ => qubit_kernel _ _ _ _
    _ = _ := by
        rw [Finset.prod_mul_distrib]
        exact congrArg₂ (· * ·) (h1 u y) (h1 v x)
```

The `calc` block first writes each term of the sum as a product over qubits and then follows these equalities in order. The exchange of sum and product is `Finset.prod_univ_sum`, and `qubit_kernel` supplies each factor. Nothing has been assumed about $\rho$, which is why entanglement does no harm: the product form comes from the local measurements, the independent choice of bases and the snapshot, not from the state.

The same factorisation with $Q$ in place of $3Q-1$ describes the raw records. Their average is $\rho$ after the map $A\mapsto\tfrac13(A+\operatorname{tr}(A)\,1)$ has acted on every qubit, and the snapshot undoes this map qubit by qubit.

## The average snapshot is the state

Write the Born weight as $p(s|b)=\sum_{u,v}(P_{b,s})_{uv}\,\rho_{vu}$ and carry out the average over bases and outcomes first:

$$\Bigl(\sum_b\tfrac1{3^n}\sum_sp(s|b)\,S_{b,s}\Bigr)_{xy}=\sum_{u,v}\rho_{vu}\,\delta_{uy}\,\delta_{vx}=\rho_{xy}.$$

```lean
/-- Classical shadow reconstruction: the snapshot, averaged over uniformly random local
Pauli bases and over outcomes with their Born weights, equals ρ. -/
theorem shadow_reconstruction {n : ℕ} (ρ : Matrix (Fin n → Fin 2) (Fin n → Fin 2) ℂ) :
    ∑ b : Fin n → Fin 3, (1 / 3 : ℂ) ^ n •
      ∑ s : Fin n → Fin 2, born b s ρ • snapshot b s = ρ := by
  ext x y
  calc _ = ∑ b : Fin n → Fin 3, ∑ s : Fin n → Fin 2, ∑ u, ∑ v, ρ v u * ((1 / 3 : ℂ) ^ n *
        (tensor (fun j => proj (b j) (s j)) u v * snapshot b s x y)) := by
        simp only [Matrix.sum_apply, Matrix.smul_apply, smul_eq_mul, born, Matrix.trace,
          Matrix.diag_apply, Matrix.mul_apply, Finset.mul_sum, Finset.sum_mul]
        refine Finset.sum_congr rfl fun b _ => Finset.sum_congr rfl fun s _ =>
          Finset.sum_congr rfl fun u _ => Finset.sum_congr rfl fun v _ => ?_
        ring
    -- carry out the average over bases and outcomes first
    _ = ∑ u, ∑ b : Fin n → Fin 3, ∑ s : Fin n → Fin 2, ∑ v, ρ v u * ((1 / 3 : ℂ) ^ n *
        (tensor (fun j => proj (b j) (s j)) u v * snapshot b s x y)) := by
        symm
        rw [Finset.sum_comm]
        exact Finset.sum_congr rfl fun b _ => Finset.sum_comm
    _ = ∑ u, ∑ v, ∑ b : Fin n → Fin 3, ∑ s : Fin n → Fin 2, ρ v u * ((1 / 3 : ℂ) ^ n *
        (tensor (fun j => proj (b j) (s j)) u v * snapshot b s x y)) := by
        refine Finset.sum_congr rfl fun u _ => ?_
        rw [Finset.sum_comm (s := (Finset.univ : Finset (Fin n → Fin 2)))]
        exact Finset.sum_congr rfl fun b _ => Finset.sum_comm
    _ = ∑ u, ∑ v, ρ v u * ((1 : Matrix (Fin n → Fin 2) (Fin n → Fin 2) ℂ) u y
        * (1 : Matrix (Fin n → Fin 2) (Fin n → Fin 2) ℂ) v x) := by
        refine Finset.sum_congr rfl fun u _ => Finset.sum_congr rfl fun v _ => ?_
        rw [← shadow_kernel u v x y]
        simp only [Finset.mul_sum]
    _ = ρ x y := by simp [Matrix.one_apply]
```

In words, `shadow_reconstruction` says that for every number of qubits and every complex matrix `ρ`, the snapshots weighted by $(1/3)^n$ and by their Born weights sum to `ρ`. For a density matrix this weighted sum is the expectation value of the snapshot. The expectation is written as a finite sum, so the theorem concerns the exact mean; it does not treat the scatter of a finite number of measurements, or readout errors.

The proof expands one matrix element, moves the sums over $u$ and $v$ outside with `Finset.sum_comm`, inserts `shadow_kernel`, and lets the deltas select $\rho_{xy}$.

The statement includes $n=0$. There is then one empty setting with one empty outcome, the snapshot is the number $1$, and the Born weight is the single entry of $\rho$.

## One state fixes the numbers 3 and −1

Suppose that the one-qubit snapshot had the form $aQ+c\,1$ with unknown complex $a$ and $c$. The state $|0\rangle\langle0|$ is enough to determine both. A $Z$ measurement always returns $|0\rangle\langle0|$, while $X$ and $Y$ measurements each give the average record $\tfrac12\,1$. Hence

$$\overline{aQ+c\,1}=\begin{pmatrix}\tfrac23a+c&0\\0&\tfrac13a+c\end{pmatrix}.$$

If this equals $|0\rangle\langle0|$, then $\tfrac23a+c=1$ and $\tfrac13a+c=0$. Subtracting gives $a=3$, and then $c=-1$.

```lean
/-- If one-qubit snapshots of the form aQ + c reproduce the state |0⟩⟨0| on average,
then a = 3 and c = -1. -/
theorem snapshot_unique (a c : ℂ)
    (h : ∑ b, (1 / 3 : ℂ) • ∑ s, (proj b s * !![1, 0; 0, 0]).trace •
      (a • proj b s + c • (1 : Matrix (Fin 2) (Fin 2) ℂ)) = !![1, 0; 0, 0]) :
    a = 3 ∧ c = -1 := by
  have key : ∑ b, (1 / 3 : ℂ) • ∑ s, (proj b s * !![1, 0; 0, 0]).trace •
      (a • proj b s + c • (1 : Matrix (Fin 2) (Fin 2) ℂ))
      = !![2 / 3 * a + c, 0; 0, 1 / 3 * a + c] := by
    ext i j
    fin_cases i <;> fin_cases j <;>
      simp [proj, pauli, sgn, Fin.sum_univ_succ, Matrix.trace, Matrix.mul_apply] <;>
      (try ring_nf)
  rw [key] at h
  -- compare the two diagonal entries
  have h0 : 2 / 3 * a + c = 1 := congrFun (congrFun h 0) 0
  have h1 : 1 / 3 * a + c = 0 := congrFun (congrFun h 1) 1
  constructor
  · linear_combination 3 * h0 - 3 * h1
  · linear_combination 2 * h1 - h0

end

end ClassicalShadowReconstruction
```

The step `key` computes the averaged matrix, `h0` and `h1` read off its diagonal, and `linear_combination` solves the two equations. The uniqueness holds among snapshots of this form, with the three bases equally likely.

```lean
#print axioms ClassicalShadowReconstruction.born_nonneg
-- 'ClassicalShadowReconstruction.born_nonneg' depends on axioms: [propext, Classical.choice, Quot.sound]
#print axioms ClassicalShadowReconstruction.born_sum
-- 'ClassicalShadowReconstruction.born_sum' depends on axioms: [propext, Classical.choice, Quot.sound]
#print axioms ClassicalShadowReconstruction.shadow_reconstruction
-- 'ClassicalShadowReconstruction.shadow_reconstruction' depends on axioms: [propext, Classical.choice, Quot.sound]
#print axioms ClassicalShadowReconstruction.snapshot_unique
-- 'ClassicalShadowReconstruction.snapshot_unique' depends on axioms: [propext, Classical.choice, Quot.sound]
```
